# Any two basis states bound the spectral spread of a finite Hermitian matrix from below

The spectral spread is defined here as the supremum minus the infimum of the eigenvalues that Mathlib assigns to a finite complex Hermitian matrix, so no ordering of the levels is needed. The file proves that this spread is at least the splitting of the two-level problem formed by any two distinct basis states.

```lean
import Mathlib

open Finset

namespace MirskySpread

noncomputable section

variable {n : Type*} [Fintype n]

/-- Cauchy-Schwarz inequality for the overlap of two complex amplitude vectors
with nonnegative weights. -/
theorem weighted_overlap_sq_le (w : n → ℝ) (hw : ∀ k, 0 ≤ w k) (u v : n → ℂ) :
    ‖∑ k, (w k : ℂ) * (u k * star (v k))‖ ^ 2
      ≤ (∑ k, w k * ‖u k‖ ^ 2) * ∑ k, w k * ‖v k‖ ^ 2 := by
  -- share each weight equally between the two amplitudes
  have h1 : ‖∑ k, (w k : ℂ) * (u k * star (v k))‖
      ≤ ∑ k, (Real.sqrt (w k) * ‖u k‖) * (Real.sqrt (w k) * ‖v k‖) := by
    refine (norm_sum_le _ _).trans (le_of_eq (Finset.sum_congr rfl fun k _ => ?_))
    rw [norm_mul, norm_mul, norm_star, Complex.norm_real, Real.norm_of_nonneg (hw k)]
    linear_combination (-(‖u k‖ * ‖v k‖)) * Real.mul_self_sqrt (hw k)
  have h2 := (pow_le_pow_left₀ (norm_nonneg _) h1 2).trans
    (Finset.sum_mul_sq_le_sq_mul_sq _ _ _)
  simpa only [mul_pow, Real.sq_sqrt (hw _)] using h2

variable [DecidableEq n] {H : Matrix n n ℂ}

/-- The amplitude of basis state `i` in the `k`-th energy eigenstate of `H`. -/
def amplitude (hH : H.IsHermitian) (i k : n) : ℂ :=
  (hH.eigenvectorUnitary : Matrix n n ℂ) i k

/-- The spectral spread of a Hermitian matrix of nonzero size: highest minus lowest eigenvalue. -/
def spread (hH : H.IsHermitian) : ℝ :=
  (⨆ k, hH.eigenvalues k) - ⨅ k, hH.eigenvalues k

/-- The matrix elements of `c + s H`, expanded in the energy eigenstates of the
Hermitian matrix `H`. -/
theorem shifted_entry (hH : H.IsHermitian) (c s : ℝ) (i j : n) :
    (c : ℂ) * (if i = j then 1 else 0) + (s : ℂ) * H i j
      = ∑ k, ((c + s * hH.eigenvalues k : ℝ) : ℂ)
          * (amplitude hH i k * star (amplitude hH j k)) := by
  -- spectral decomposition of H
  have hS : H i j = ∑ k, ((hH.eigenvalues k : ℝ) : ℂ)
      * (amplitude hH i k * star (amplitude hH j k)) := by
    have h := congrFun (congrFun hH.spectral_theorem i) j
    rw [Unitary.conjStarAlgAut_apply, Matrix.mul_apply] at h
    refine h.trans (Finset.sum_congr rfl fun k _ => ?_)
    rw [Matrix.mul_diagonal, Matrix.star_apply]
    change amplitude hH i k * ((hH.eigenvalues k : ℝ) : ℂ) * star (amplitude hH j k) = _
    ring
  -- completeness of the eigenstates
  have hC : ∑ k, amplitude hH i k * star (amplitude hH j k)
      = if i = j then (1 : ℂ) else 0 := by
    have h := congrFun (congrFun
      (Matrix.mem_unitaryGroup_iff.mp hH.eigenvectorUnitary.2) i) j
    simpa only [amplitude, Matrix.mul_apply, Matrix.star_apply, Matrix.one_apply] using h
  rw [hS, ← hC, Finset.mul_sum, Finset.mul_sum, ← Finset.sum_add_distrib]
  refine Finset.sum_congr rfl fun k _ => ?_
  push_cast
  ring

/-- The site energy of `c + s H`, for Hermitian `H`, is the average of its eigenvalues
weighted by the eigenstate populations on that site. -/
theorem shifted_diagonal (hH : H.IsHermitian) (c s : ℝ) (i : n) :
    ∑ k, (c + s * hH.eigenvalues k) * ‖amplitude hH i k‖ ^ 2 = c + s * (H i i).re := by
  have h := congrArg Complex.re (shifted_entry hH c s i i)
  have ht : ∀ k, (((c + s * hH.eigenvalues k : ℝ) : ℂ)
      * (amplitude hH i k * star (amplitude hH i k))).re
      = (c + s * hH.eigenvalues k) * ‖amplitude hH i k‖ ^ 2 := by
    intro k
    rw [Complex.star_def, Complex.mul_conj, Complex.normSq_eq_norm_sq,
      ← Complex.ofReal_mul, Complex.ofReal_re]
  rw [if_pos rfl, Complex.re_sum] at h
  simp only [ht] at h
  rw [← h]
  simp

/-- If `H` is Hermitian and `c + s H` has no negative eigenvalue, then the modulus of the coupling
of two distinct sites in `c + s H` is at most the geometric mean of their site energies, in squared
form. -/
theorem coupling_sq_le (hH : H.IsHermitian) (c s : ℝ)
    (hw : ∀ k, 0 ≤ c + s * hH.eigenvalues k) {i j : n} (hij : i ≠ j) :
    s ^ 2 * ‖H i j‖ ^ 2 ≤ (c + s * (H i i).re) * (c + s * (H j j).re) := by
  have h := weighted_overlap_sq_le (fun k => c + s * hH.eigenvalues k) hw
    (fun k => amplitude hH i k) (fun k => amplitude hH j k)
  beta_reduce at h
  rw [← shifted_entry hH c s i j, shifted_diagonal, shifted_diagonal, if_neg hij,
    mul_zero, zero_add, norm_mul, Complex.norm_real, mul_pow, Real.norm_eq_abs, sq_abs] at h
  exact h

/-- **Mirsky's spread bound.** For a Hermitian matrix and two distinct basis states, the
spectral spread is at least the splitting of the two-level problem made of their site energies
and their coupling. -/
theorem mirsky_spread_bound (hH : H.IsHermitian) {i j : n} (hij : i ≠ j) :
    Real.sqrt (((H i i).re - (H j j).re) ^ 2 + 4 * ‖H i j‖ ^ 2) ≤ spread hH := by
  -- a nonnegative shifted matrix bounds the two-level splitting by its two site energies
  have key : ∀ c s : ℝ, s ^ 2 = 1 → (∀ k, 0 ≤ c + s * hH.eigenvalues k) →
      Real.sqrt (((H i i).re - (H j j).re) ^ 2 + 4 * ‖H i j‖ ^ 2)
        ≤ (c + s * (H i i).re) + (c + s * (H j j).re) := by
    intro c s hs hw
    have hpos : ∀ a, 0 ≤ c + s * (H a a).re := by
      intro a
      rw [← shifted_diagonal hH c s a]
      exact Finset.sum_nonneg fun k _ => mul_nonneg (hw k) (sq_nonneg _)
    have hc := coupling_sq_le hH c s hw hij
    rw [hs, one_mul] at hc
    refine Real.sqrt_le_iff.mpr ⟨add_nonneg (hpos i) (hpos j), ?_⟩
    have he : ((H i i).re - (H j j).re) ^ 2
        = ((c + s * (H i i).re) - (c + s * (H j j).re)) ^ 2 := by
      linear_combination (-((H i i).re - (H j j).re) ^ 2) * hs
    rw [he]
    linarith [hc, show ((c + s * (H i i).re) + (c + s * (H j j).re)) ^ 2
      = ((c + s * (H i i).re) - (c + s * (H j j).re)) ^ 2
        + 4 * ((c + s * (H i i).re) * (c + s * (H j j).re)) by ring]
  -- measure energies downwards from the top level and upwards from the bottom level
  have htop := key (⨆ k, hH.eigenvalues k) (-1) (by norm_num) (fun k => by
    have := le_ciSup (Set.finite_range hH.eigenvalues).bddAbove k
    linarith)
  have hbot := key (-(⨅ k, hH.eigenvalues k)) 1 (by norm_num) (fun k => by
    have := ciInf_le (Set.finite_range hH.eigenvalues).bddBelow k
    linarith)
  unfold spread
  linarith

/-- In a Hermitian matrix, the spectral spread is at least twice the modulus of any coupling
between distinct basis states. -/
theorem two_mul_coupling_le_spread (hH : H.IsHermitian) {i j : n} (hij : i ≠ j) :
    2 * ‖H i j‖ ≤ spread hH := by
  refine le_trans ((le_abs_self _).trans (Real.abs_le_sqrt ?_)) (mirsky_spread_bound hH hij)
  nlinarith [sq_nonneg ((H i i).re - (H j j).re)]

/-- In a Hermitian matrix, the spectral spread strictly exceeds twice the modulus of the
coupling between two basis states with different site energies. -/
theorem two_mul_coupling_lt_spread (hH : H.IsHermitian) {i j : n}
    (hd : (H i i).re ≠ (H j j).re) : 2 * ‖H i j‖ < spread hH := by
  have hij : i ≠ j := fun h => hd (by rw [h])
  refine lt_of_lt_of_le (Real.lt_sqrt_of_sq_lt ?_) (mirsky_spread_bound hH hij)
  have := pow_pos (abs_pos.mpr (sub_ne_zero.mpr hd)) 2
  rw [sq_abs] at this
  linarith [show (2 * ‖H i j‖) ^ 2 = 4 * ‖H i j‖ ^ 2 by ring]

/-- For a Hermitian two-level system the spread equals the square root in Mirsky's bound. -/
theorem two_level_spread {H : Matrix (Fin 2) (Fin 2) ℂ} (hH : H.IsHermitian) :
    spread hH = Real.sqrt (((H 0 0).re - (H 1 1).re) ^ 2 + 4 * ‖H 0 1‖ ^ 2) := by
  refine le_antisymm ?_ (mirsky_spread_bound hH (by decide))
  have him : (H 0 0).im = 0 := Complex.conj_eq_iff_im.mp (hH.apply 0 0)
  -- trace and determinant fix the sum and the product of the two levels
  have ht : H 0 0 + H 1 1 = ((hH.eigenvalues 0 : ℝ) : ℂ) + ((hH.eigenvalues 1 : ℝ) : ℂ) :=
    (Matrix.trace_fin_two H).symm.trans
      (hH.trace_eq_sum_eigenvalues.trans (Fin.sum_univ_two _))
  have hp : H 0 0 * H 1 1 - H 0 1 * H 1 0
      = ((hH.eigenvalues 0 : ℝ) : ℂ) * ((hH.eigenvalues 1 : ℝ) : ℂ) :=
    (Matrix.det_fin_two H).symm.trans
      (hH.det_eq_prod_eigenvalues.trans (Fin.prod_univ_two _))
  have hoff : H 0 1 * H 1 0 = ((‖H 0 1‖ ^ 2 : ℝ) : ℂ) := by
    rw [← hH.apply 1 0, Complex.star_def, Complex.mul_conj, Complex.normSq_eq_norm_sq]
  rw [hoff] at hp
  have htr := congrArg Complex.re ht
  have hpr := congrArg Complex.re hp
  simp only [Complex.add_re, Complex.ofReal_re] at htr
  simp only [Complex.sub_re, Complex.mul_re, Complex.ofReal_re, Complex.ofReal_im, him,
    zero_mul, sub_zero] at hpr
  have hgap : (hH.eigenvalues 0 - hH.eigenvalues 1) ^ 2
      = ((H 0 0).re - (H 1 1).re) ^ 2 + 4 * ‖H 0 1‖ ^ 2 := by
    linear_combination (-((H 0 0).re + (H 1 1).re
      + hH.eigenvalues 0 + hH.eigenvalues 1)) * htr + 4 * hpr
  -- the supremum and the infimum are attained by levels of the system
  obtain ⟨k, hk⟩ := exists_eq_ciSup_of_finite (f := hH.eigenvalues)
  obtain ⟨l, hl⟩ := exists_eq_ciInf_of_finite (f := hH.eigenvalues)
  unfold spread
  rw [← hk, ← hl, ← hgap]
  refine (le_abs_self _).trans (Real.abs_le_sqrt ?_)
  have hall : ∀ a b : Fin 2, (hH.eigenvalues a - hH.eigenvalues b) ^ 2
      ≤ (hH.eigenvalues 0 - hH.eigenvalues 1) ^ 2 := by
    rw [Fin.forall_fin_two]
    constructor <;> rw [Fin.forall_fin_two] <;> constructor <;>
      nlinarith [sq_nonneg (hH.eigenvalues 0 - hH.eigenvalues 1)]
  exact hall k l

end

end MirskySpread
```

```lean
#print axioms MirskySpread.mirsky_spread_bound
-- 'MirskySpread.mirsky_spread_bound' depends on axioms: [propext, Classical.choice, Quot.sound]
#print axioms MirskySpread.two_mul_coupling_le_spread
-- 'MirskySpread.two_mul_coupling_le_spread' depends on axioms: [propext, Classical.choice, Quot.sound]
#print axioms MirskySpread.two_mul_coupling_lt_spread
-- 'MirskySpread.two_mul_coupling_lt_spread' depends on axioms: [propext, Classical.choice, Quot.sound]
#print axioms MirskySpread.two_level_spread
-- 'MirskySpread.two_level_spread' depends on axioms: [propext, Classical.choice, Quot.sound]
```

## The bound and its physical reading

Let $H$ be the matrix of a Hamiltonian in an orthonormal basis, with eigenvalues $\lambda_k$, highest eigenvalue $L$ and lowest eigenvalue $\ell$. Write $\varepsilon_i = H_{ii}$ for the site energies, which are real because $H$ is Hermitian. For $i \neq j$, `mirsky_spread_bound` states

$$L-\ell \;\ge\; D, \qquad D=\sqrt{(\varepsilon_i-\varepsilon_j)^2+4|H_{ij}|^2}.$$

In Lean, the finite type `n` labels both the basis states and the eigenvalues. The hypothesis `hH` says that $H$ is Hermitian, `(H i i).re` is $\varepsilon_i$, and `spread hH` is $L-\ell$. The hypothesis `hij` makes the two states distinct. For $i=j$ the formula would demand a spread of $2|H_{ii}|$, which a nonzero $1\times1$ matrix does not have.

Two consequences follow. The spread is at least $2|H_{ij}|$ (`two_mul_coupling_le_spread`), and it is strictly larger when $\varepsilon_i\neq\varepsilon_j$ (`two_mul_coupling_lt_spread`). For a $2\times2$ matrix the spread equals $D$ (`two_level_spread`).

In a finite, non-interacting tight-binding model with orthonormal orbitals, a single hopping element $t$ therefore forces the single-particle eigenvalues to span at least $2|t|$, whatever the rest of the matrix contains. The bound concerns the outermost levels. With three or more levels, it does not keep a given pair of neighbouring levels apart: two sites at energy zero with coupling $t$ have levels $\pm|t|$, and an uncoupled third site at energy $|t|$ is degenerate with the upper one. Infinite-dimensional Hamiltonians and non-orthogonal bases lie beyond the statement.

## Two shifted Hamiltonians give the inequality

Let $U_{ik}$ be the amplitude of basis state $i$ in eigenstate $k$. For real $c$ and $s$, set $w_k=c+s\lambda_k$. The spectral decomposition of $H$ and the completeness of the eigenstates give

$$c\,\delta_{ij}+sH_{ij}=\sum_k w_k\,U_{ik}U_{jk}^*.$$

This is `shifted_entry`. Its diagonal part, `shifted_diagonal`, reads

$$a_i := c+s\varepsilon_i=\sum_k w_k|U_{ik}|^2 .$$

Now suppose that every $w_k\ge0$. Then $a_i\ge 0$ for every $i$. For $i\ne j$ the term with $c$ vanishes, and sharing each weight equally between the two amplitudes gives

$$|sH_{ij}|\le\sum_k \left(\sqrt{w_k}\,|U_{ik}|\right)\left(\sqrt{w_k}\,|U_{jk}|\right).$$

Squaring and applying the Cauchy–Schwarz inequality yields

$$s^2|H_{ij}|^2\le\Big(\sum_k w_k|U_{ik}|^2\Big)\Big(\sum_k w_k|U_{jk}|^2\Big)=a_ia_j .$$

The inequality for general amplitude vectors is `weighted_overlap_sq_le`, and its application to $H$ is `coupling_sq_le`.

Next take $s=\pm1$. The shift $c$ cancels from the difference of site energies, so $(\varepsilon_i-\varepsilon_j)^2=(a_i-a_j)^2$ and

$$D^2\le(a_i-a_j)^2+4a_ia_j=(a_i+a_j)^2 .$$

Since $a_i+a_j\ge0$, it follows that $D\le a_i+a_j$. This is the local statement `key`, where `Real.sqrt_le_iff` reduces the bound on the square root to these two facts.

Two choices of $c$ and $s$ make all the weights nonnegative:

- For $L-H$, the weights are $L-\lambda_k$, and $D\le 2L-\varepsilon_i-\varepsilon_j$.
- For $H-\ell$, the weights are $\lambda_k-\ell$, and $D\le\varepsilon_i+\varepsilon_j-2\ell$.

The site energies cancel in the sum, which leaves $2D\le2(L-\ell)$. In Lean these are `htop` and `hbot`. The lemmas `le_ciSup` and `ciInf_le` supply the signs of the weights, using the fact that a finite set of eigenvalues is bounded, and the last `linarith` adds the two inequalities.

The bound by twice the coupling follows from $4|H_{ij}|^2\le D^2$, with strict inequality when $\varepsilon_i\neq\varepsilon_j$.

## Equality for two levels

With basis states $0$ and $1$, trace and determinant give

$$\lambda_0+\lambda_1=\varepsilon_0+\varepsilon_1,\qquad \lambda_0\lambda_1=\varepsilon_0\varepsilon_1-|H_{01}|^2 .$$

Hence

$$(\lambda_0-\lambda_1)^2=(\lambda_0+\lambda_1)^2-4\lambda_0\lambda_1=(\varepsilon_0-\varepsilon_1)^2+4|H_{01}|^2=D^2,$$

which is `hgap`. The general theorem already supplies $D\le L-\ell$. For the reverse inequality, Lean picks indices at which the supremum and infimum are attained and checks in `hall` that no difference of two levels has a square larger than $(\lambda_0-\lambda_1)^2$.

## One unitary matrix, two identities

The Mathlib object that carries the argument is `hH.eigenvectorUnitary`, whose entries are the amplitudes $U_{ik}$. Its type bundles the matrix with a proof of unitarity. The lemma `hH.spectral_theorem` writes $H$ as $U\Lambda U^\dagger$, with $\Lambda$ the diagonal matrix of eigenvalues, and the bundled proof gives $UU^\dagger=1$. Reading both matrix equations at entry $(i,j)$, which is the job of the nested `congrFun` calls, produces the sums `hS` and `hC`. Their combination with coefficients $s$ and $c$ is `shifted_entry`.

## A check on a spectral window

In a program, $D$ costs a few operations per pair of basis states and needs no diagonalisation. Site energies of 0 and 3 eV with a coupling of modulus 2 eV already require a spread of at least 5 eV. The largest $D$ over all pairs is the best bound of this kind.

A Chebyshev expansion of a function of $H$ is normally set up on an energy window meant to enclose the spectrum, since the Chebyshev polynomials grow rapidly outside it. A window narrower than the largest $D$ certainly fails to enclose the spectrum, whereas a wider one may still miss levels, since $D$ bounds the spread only from below. The same comparison can expose an unconverged Lanczos estimate of the two extreme eigenvalues: if their difference is below $D$ by more than rounding can account for, at least one of them is still inaccurate.
